# For uniform linear motion of Goldstone fields with unit inertia, the generalized zero-frequency space has twice the Watanabe-Murayama count as its dimension

Take `n` real Goldstone fields with unit inertia, whose spatially uniform motion obeys the linear equation π'' = -ρ π', where ρ is a real antisymmetric `n` × `n` matrix. The theorem `finrank_zero_frequency` says that the second and every higher power of the generator of this motion, acting on pairs of field and velocity, has a kernel of dimension 2(n - rank ρ / 2), that is, 2n - rank ρ. The count n - rank ρ / 2 is taken as a definition here, and the theorem does not derive it from a symmetry-breaking Lagrangian. The proof identifies the kernel with that of the map `f`, which sends a pair to ρ applied to its velocity, and then uses rank-nullity on the 2n-dimensional space of pairs.

This version doesn't compile in Lean 4 with Mathlib:

```lean
import Mathlib

open Matrix

namespace FinrankZeroFrequency

variable {n : ℕ}

/-- The Watanabe-Murayama count `n - rank ρ / 2` for `n` broken generators with
commutator density `ρ`, as a rational number. -/
noncomputable def goldstoneCount (ρ : Matrix (Fin n) (Fin n) ℝ) : ℚ :=
  (n : ℚ) - (ρ.rank : ℚ) / 2

/-- The generator of the uniform motion `π'' = -ρ π'` of Goldstone fields with unit inertia,
acting on pairs (field, velocity). -/
noncomputable def uniformFlow (ρ : Matrix (Fin n) (Fin n) ℝ) :
    ((Fin n → ℝ) × (Fin n → ℝ)) →ₗ[ℝ] ((Fin n → ℝ) × (Fin n → ℝ)) :=
  LinearMap.prod (LinearMap.snd ℝ _ _) (-(ρ.mulVecLin ∘ₗ LinearMap.snd ℝ _ _))

/-- An antisymmetric matrix moves across the dot product with a change of sign. -/
theorem skew_pairing {ρ : Matrix (Fin n) (Fin n) ℝ} (h : ρᵀ = -ρ) (x y : Fin n → ℝ) :
    x ⬝ᵥ (ρ *ᵥ y) = -((ρ *ᵥ x) ⬝ᵥ y) := by
  rw [Matrix.dotProduct_mulVec, ← Matrix.mulVec_transpose, h, Matrix.neg_mulVec,
    neg_dotProduct]

/-- If a real antisymmetric matrix annihilates a vector when applied twice, it already
annihilates it when applied once. -/
theorem mulVec_eq_zero_of_twice {ρ : Matrix (Fin n) (Fin n) ℝ} (h : ρᵀ = -ρ)
    (x : Fin n → ℝ) (hx : ρ *ᵥ (ρ *ᵥ x) = 0) : ρ *ᵥ x = 0 := by
  have key := skew_pairing h x (ρ *ᵥ x)
  rw [hx, dotProduct_zero] at key
  exact dotProduct_self_eq_zero.mp (by linarith)

/-- For antisymmetric `ρ`, the second and every higher power of the generator of uniform
motion annihilates exactly the states whose velocity is annihilated by `ρ`. -/
theorem uniformFlow_pow_eq_zero_iff {ρ : Matrix (Fin n) (Fin n) ℝ} (h : ρᵀ = -ρ) (k : ℕ)
    (x : (Fin n → ℝ) × (Fin n → ℝ)) :
    (uniformFlow ρ ^ (k + 2)) x = 0 ↔ ρ *ᵥ x.2 = 0 := by
  induction k generalizing x with
  | zero =>
    have h2 : (uniformFlow ρ ^ (0 + 2)) x
        = (-(ρ *ᵥ x.2), -(ρ *ᵥ (-(ρ *ᵥ x.2)))) := by
      rw [zero_add, pow_two]
      rfl
    rw [h2, Prod.mk_eq_zero]
    exact ⟨fun hx => neg_eq_zero.mp hx.1, fun hx => by simp [hx]⟩
  | succ k ih =>
    rw [show k + 1 + 2 = (k + 2) + 1 by omega, pow_succ, Module.End.mul_apply, ih]
    change ρ *ᵥ (-(ρ *ᵥ x.2)) = 0 ↔ _
    rw [Matrix.mulVec_neg, neg_eq_zero]
    exact ⟨mulVec_eq_zero_of_twice h _, fun hx => by rw [hx, Matrix.mulVec_zero]⟩

/-- For antisymmetric `ρ`, the generalized zero-frequency states of the uniform motion
`π'' = -ρ π'` form a space whose dimension is twice the Watanabe-Murayama count. -/
theorem finrank_zero_frequency {ρ : Matrix (Fin n) (Fin n) ℝ} (h : ρᵀ = -ρ) (k : ℕ) :
    (Module.finrank ℝ (LinearMap.ker (uniformFlow ρ ^ (k + 2))) : ℚ)
      = 2 * goldstoneCount ρ := by
  let f := ρ.mulVecLin ∘ₗ LinearMap.snd ℝ (Fin n → ℝ) (Fin n → ℝ)
  have hker : LinearMap.ker (uniformFlow ρ ^ (k + 2)) = LinearMap.ker f := by
    ext x
    rw [LinearMap.mem_ker, LinearMap.mem_ker]
    exact uniformFlow_pow_eq_zero_iff h k x
  have hrange : LinearMap.range f = LinearMap.range ρ.mulVecLin :=
    LinearMap.range_comp_of_range_eq_top _ LinearMap.range_snd
  -- rank-nullity on the space of fields and velocities
  have rn := LinearMap.finrank_range_add_finrank_ker f
  rw [hrange, Module.finrank_prod, Module.finrank_fin_fun] at rn
  change ρ.rank + Module.finrank ℝ (LinearMap.ker f) = n + n at rn
  have rq : (ρ.rank : ℚ) + (Module.finrank ℝ (LinearMap.ker f) : ℚ) = n + n := by
    exact_mod_cast rn
  rw [hker, goldstoneCount]
  linarith

end FinrankZeroFrequency
```

Compiling this gives:

```
Main.lean:64:43: error(lean.unknownIdentifier): Unknown constant `LinearMap.range_snd`
```

The message says that no constant named `LinearMap.range_snd` exists. The name occurs in the proof of `hrange`, which states that `f` has the same range as `ρ.mulVecLin`. Since `f` is the projection onto the velocity followed by `ρ.mulVecLin`, this holds once the projection is known to be surjective. The lemma `LinearMap.range_comp_of_range_eq_top` makes that step, and its last argument must be a proof that the range of the projection is the whole space.

The fact needed is in Mathlib, but under the name `Submodule.range_snd`, although the projection itself is called `LinearMap.snd`. The diff changes only this prefix. The argument then has a proof behind it, `hrange` goes through, and the rest of the proof stands as it was.

The repair, with which the file compiles:

```diff
@@ -62,5 +62,5 @@
     exact uniformFlow_pow_eq_zero_iff h k x
   have hrange : LinearMap.range f = LinearMap.range ρ.mulVecLin :=
-    LinearMap.range_comp_of_range_eq_top _ LinearMap.range_snd
+    LinearMap.range_comp_of_range_eq_top _ Submodule.range_snd
   -- rank-nullity on the space of fields and velocities
   have rn := LinearMap.finrank_range_add_finrank_ker f
```
